# Bounded charge transfers damped by \(2^{-n}\) give convergent atomic charges

Let two bonded atoms have electronegativities \(a_1+x_1\) and \(a_2+x_2\) at charges \(x_1\) and \(x_2\), in suitable units, and let atom 1 gain the difference \(\Delta=(a_2+x_2)-(a_1+x_1)\) from atom 2. From neutral atoms the first transfer is \(\Delta_0=a_2-a_1\). The charges are then \(\pm\Delta_0\), the difference has become \(-\Delta_0\), and the second transfer undoes the first. If \(\Delta_0\neq0\), the charges oscillate for ever. Partial equalisation of orbital electronegativity damps the transfer in each step by a further factor of \(1/2\), which stands for the growing resistance of separated charge to further separation. If single transfers are bounded, this damping alone forces convergence.

## Conservation and the geometric tail

Take \(N\) atoms joined by a fixed set of bonds, and write \(j\sim i\) if \(j\) is bonded to \(i\), and \(d_i\) for the number of bonds of \(i\). At charges \(q\), atom \(i\) gains \(F_{ij}(q)\) from atom \(j\), with \(F_{ij}=-F_{ji}\) and \(|F_{ij}(q)|\le C\). The constant \(C\) is an upper bound on the charge that one bond passes in an undamped step. The iteration is

\[
q^{(n+1)}_i=q^{(n)}_i+2^{-(n+1)}I_i(q^{(n)}),\qquad I_i(q)=\sum_{j\sim i}F_{ij}(q).
\]

**Conservation.** Let \(S\) be a fragment, a set of atoms that no bond leaves. Exchanging the names of the two summation indices gives

\[
\sum_{i\in S}I_i=\sum_{\substack{i,j\in S\\ i\sim j}}F_{ij}=\sum_{\substack{i,j\in S\\ i\sim j}}F_{ji}=-\sum_{i\in S}I_i ,
\]

so the sum is zero and each step preserves the charge of \(S\).

**Convergence.** The triangle inequality gives \(|I_i|\le C d_i\). For \(m>n\),

\[
|q^{(m)}_i-q^{(n)}_i|\le\sum_{k=n}^{m-1}2^{-(k+1)}C d_i=(2^{-n}-2^{-m})\,C d_i .
\]

The charges at each atom therefore form a Cauchy sequence with a limit \(q_i\). Letting \(m\to\infty\),

\[
|q^{(n)}_i-q_i|\le 2^{-n}C d_i\le 2^{-n}C(N-1),
\]

because an atom has at most \(N-1\) partners. Fragment charges are finite sums, so their conservation passes to the limit.

**Sharpness.** If atom \(a\) always draws \(C\ge0\) through each bond, then \(q^{(n)}_a=q^{(0)}_a+(1-2^{-n})C d_a\). The limit is \(q^{(0)}_a+C d_a\), and the error is exactly \(2^{-n}C d_a\).

This last law also exposes a misreading of the limit. One might set \(q^{(n+1)}=q^{(n)}=q\) in the iteration and conclude that \(I_i(q)=0\), so that the electronegativities are equalised. But the prefactor vanishes by itself: here the inflow at \(a\) is \(C d_a\) at every step and in the limit. Equalisation is in general only partial, and the limit may depend on the start.

## The transfer law and the iteration in Lean

```lean
import Mathlib

open Filter Topology

namespace PartialEqualisation

noncomputable section

variable {ι : Type*} [Fintype ι]
```

The finite type `ι` labels the atoms, and charges are real-valued functions on it.

```lean
/-- A charge-transfer law: `F q i j` is the charge that atom `i` gains from atom `j`
when the atomic charges are `q`. -/
abbrev TransferLaw (ι : Type*) := (ι → ℝ) → ι → ι → ℝ

/-- What one atom gains the other loses, and no single transfer exceeds `C` in size. -/
structure IsBoundedTransfer (F : TransferLaw ι) (C : ℝ) : Prop where
  antisymm : ∀ q i j, F q i j = -F q j i
  bound : ∀ q i j, |F q i j| ≤ C
```

Both conditions hold for all charges and all pairs of atoms, bonded or not. No continuity in `q` is required. The bound is assumed, and it is a real restriction: differences of polynomial electronegativities, as in the Gasteiger–Marsili scheme, are not bounded over all charges. Such a law needs a cut-off or a separate argument that the charges stay in a bounded range.

```lean
/-- The undamped charge that atom `i` gains from all atoms bonded to it. -/
def inflow (G : SimpleGraph ι) [DecidableRel G.Adj] (F : TransferLaw ι)
    (q : ι → ℝ) (i : ι) : ℝ :=
  ∑ j ∈ G.neighborFinset i, F q i j
```

The bonds form a `SimpleGraph`, which has no bond orders and no bond from an atom to itself. The complete graph gives the sum over all atoms, since antisymmetry makes \(F_{ii}=0\).

```lean
/-- The atomic charges after `n` steps of partial equalisation from the start `q₀`;
the transfer in step `n + 1` is damped by the factor `(1/2)^(n+1)`. -/
def charges (G : SimpleGraph ι) [DecidableRel G.Adj] (F : TransferLaw ι)
    (q₀ : ι → ℝ) : ℕ → ι → ℝ
  | 0 => q₀
  | n + 1 => fun i =>
      charges G F q₀ n i + (1 / 2 : ℝ) ^ (n + 1) * inflow G F (charges G F q₀ n) i
```

`charges G F q₀ n` is \(q^{(n)}\), and the first transfer carries the factor \(1/2\).

```lean
/-- A fragment is a set of atoms that no bond leaves. -/
def IsFragment (G : SimpleGraph ι) (S : Finset ι) : Prop :=
  ∀ i ∈ S, ∀ j, G.Adj i j → j ∈ S
```

A fragment need not be connected: several separate molecules together also form one.

## Fragment charges

```lean
variable {G : SimpleGraph ι} [DecidableRel G.Adj] {F : TransferLaw ι} {C : ℝ}

/-- The charge gained by all atoms of a fragment together is zero. -/
theorem sum_inflow_eq_zero (hF : ∀ q i j, F q i j = -F q j i) {S : Finset ι}
    (hS : IsFragment G S) (q : ι → ℝ) : ∑ i ∈ S, inflow G F q i = 0 := by
  -- all bonding partners of an atom in the fragment lie in the fragment
  have hinner : ∀ i ∈ S, inflow G F q i =
      ∑ j ∈ S, if G.Adj i j then F q i j else 0 := by
    intro i hi
    have hN : G.neighborFinset i = S.filter (fun j => G.Adj i j) := by
      ext j
      simp only [SimpleGraph.mem_neighborFinset, Finset.mem_filter]
      exact ⟨fun h => ⟨hS i hi j h, h⟩, fun h => h.2⟩
    rw [inflow, hN, Finset.sum_filter]
  rw [Finset.sum_congr rfl hinner]
  -- exchanging the two ends of every bond reverses the sign of the double sum
  have hT : (∑ i ∈ S, ∑ j ∈ S, if G.Adj i j then F q i j else 0) =
      -(∑ i ∈ S, ∑ j ∈ S, if G.Adj i j then F q i j else 0) := by
    calc (∑ i ∈ S, ∑ j ∈ S, if G.Adj i j then F q i j else 0)
        = ∑ j ∈ S, ∑ i ∈ S, (if G.Adj i j then F q i j else 0) := Finset.sum_comm
      _ = ∑ j ∈ S, ∑ i ∈ S, -(if G.Adj j i then F q j i else 0) := by
          refine Finset.sum_congr rfl fun j _ => Finset.sum_congr rfl fun i _ => ?_
          by_cases h : G.Adj i j
          · rw [if_pos h, if_pos h.symm]
            exact hF q i j
          · rw [if_neg h, if_neg (fun h' => h h'.symm), neg_zero]
      _ = _ := by simp only [Finset.sum_neg_distrib]
  linarith
```

`hinner` rewrites each inflow as a sum over `S` with a bond condition, which is where the fragment property enters. `hT` exchanges the sums and uses antisymmetry, so the double sum equals its own negative and `linarith` concludes that it is zero.

```lean
/-- The total charge of every fragment keeps its initial value at every step. -/
theorem fragment_charge_conserved (hF : ∀ q i j, F q i j = -F q j i) {S : Finset ι}
    (hS : IsFragment G S) (q₀ : ι → ℝ) (n : ℕ) :
    ∑ i ∈ S, charges G F q₀ n i = ∑ i ∈ S, q₀ i := by
  induction n with
  | zero => rfl
  | succ n ih =>
    simp only [charges]
    rw [Finset.sum_add_distrib, ← Finset.mul_sum, sum_inflow_eq_zero hF hS, ih,
      mul_zero, add_zero]
```

Induction on `n` adds a zero total inflow at each step. Conservation needs the antisymmetry `hF` of the transfers, but no bound on their size.

## Convergence and the error bound

```lean
/-- The undamped charge gained by an atom is at most `C` times its number of bonds. -/
theorem abs_inflow_le (hF : IsBoundedTransfer F C) (q : ι → ℝ) (i : ι) :
    |inflow G F q i| ≤ C * G.degree i := by
  calc |inflow G F q i| ≤ ∑ j ∈ G.neighborFinset i, |F q i j| :=
        Finset.abs_sum_le_sum_abs _ _
    _ ≤ ∑ _j ∈ G.neighborFinset i, C := Finset.sum_le_sum fun j _ => hF.bound q i j
    _ = C * G.degree i := by
        rw [Finset.sum_const, SimpleGraph.card_neighborFinset_eq_degree, nsmul_eq_mul,
          mul_comm]

/-- From every start the charges converge, the limit keeps the initial charge of every
fragment, and the error at an atom after `n` steps is at most `2^-n C` times its number
of bonds. -/
theorem charges_converge (hF : IsBoundedTransfer F C) (q₀ : ι → ℝ) :
    ∃ q : ι → ℝ, Tendsto (charges G F q₀) atTop (𝓝 q) ∧
      (∀ S, IsFragment G S → ∑ i ∈ S, q i = ∑ i ∈ S, q₀ i) ∧
      ∀ n i, |charges G F q₀ n i - q i| ≤ (1 / 2 : ℝ) ^ n * (C * G.degree i) := by
  -- successive charges differ by at most a geometric sequence
  have hstep : ∀ i n, dist (charges G F q₀ n i) (charges G F q₀ (n + 1) i) ≤
      (C * G.degree i / 2) * (1 / 2 : ℝ) ^ n := by
    intro i n
    have hd : charges G F q₀ (n + 1) i - charges G F q₀ n i =
        (1 / 2 : ℝ) ^ (n + 1) * inflow G F (charges G F q₀ n) i := by
      simp only [charges]
      ring
    have hp : (0 : ℝ) ≤ (1 / 2 : ℝ) ^ (n + 1) := by positivity
    rw [dist_comm, Real.dist_eq, hd, abs_mul, abs_of_nonneg hp]
    calc _ ≤ (1 / 2 : ℝ) ^ (n + 1) * (C * G.degree i) :=
          mul_le_mul_of_nonneg_left (abs_inflow_le hF _ i) hp
      _ = _ := by ring
  have hr : (1 / 2 : ℝ) < 1 := by norm_num
  have hex : ∀ i, ∃ x, Tendsto (fun n => charges G F q₀ n i) atTop (𝓝 x) := fun i =>
    cauchySeq_tendsto_of_complete (cauchySeq_of_le_geometric _ _ hr (hstep i))
  choose q hq using hex
  refine ⟨q, tendsto_pi_nhds.2 hq, fun S hS => ?_, fun n i => ?_⟩
  · -- a conserved sum is conserved in the limit
    have h1 : Tendsto (fun n => ∑ i ∈ S, charges G F q₀ n i) atTop (𝓝 (∑ i ∈ S, q i)) :=
      tendsto_finsetSum S fun i _ => hq i
    simp only [fragment_charge_conserved hF.antisymm hS q₀] at h1
    exact tendsto_nhds_unique h1 tendsto_const_nhds
  · -- the remaining transfers sum to a geometric tail
    have h := dist_le_of_le_geometric_of_tendsto _ _ hr (hstep i) (hq i) n
    rw [Real.dist_eq] at h
    calc _ ≤ _ := h
      _ = _ := by ring
```

This theorem and the next assume a bounded, antisymmetric transfer law, `IsBoundedTransfer F C`. Under this hypothesis a single limit `q` exists with all the listed properties. `hstep` bounds the difference of successive charges by \((C d_i/2)\,2^{-n}\). Mathlib's lemma on geometrically bounded steps then gives the Cauchy property, and completeness of the reals gives a limit for each atom, which `choose` collects into `q`. The error bound is the tail of the geometric series, and the fragment sums keep their value because limits are unique.

```lean
/-- For `N` atoms the total charge is conserved at every step, and the charges converge
with an error of at most `2^-n C (N - 1)` at each atom after `n` steps. -/
theorem charges_converge_card (hF : IsBoundedTransfer F C) (q₀ : ι → ℝ) :
    (∀ n, ∑ i, charges G F q₀ n i = ∑ i, q₀ i) ∧
    ∃ q : ι → ℝ, Tendsto (charges G F q₀) atTop (𝓝 q) ∧
      ∀ n i, |charges G F q₀ n i - q i| ≤
        (1 / 2 : ℝ) ^ n * (C * ((Fintype.card ι : ℝ) - 1)) := by
  refine ⟨fragment_charge_conserved hF.antisymm (fun _ _ j _ => Finset.mem_univ j) q₀, ?_⟩
  obtain ⟨q, hq, -, herr⟩ := charges_converge (G := G) hF q₀
  refine ⟨q, hq, fun n i => (herr n i).trans ?_⟩
  have hC : 0 ≤ C := (abs_nonneg _).trans (hF.bound q i i)
  have hdeg : (G.degree i : ℝ) + 1 ≤ Fintype.card ι := by
    exact_mod_cast G.degree_lt_card_verts i
  exact mul_le_mul_of_nonneg_left
    (mul_le_mul_of_nonneg_left (by linarith) hC) (by positivity)
```

The set of all atoms is a fragment, which gives conservation of the total charge. The bound by atom number follows from \(d_i+1\le N\) and \(C\ge0\); the latter is read off from the bound on \(|F_{ii}|\).

## A law that attains the bound

```lean
/-- The law in which atom `a` gains the constant charge `C` from every other atom. -/
def drawTo [DecidableEq ι] (C : ℝ) (a : ι) : TransferLaw ι :=
  fun _ i j => (if i = a then C else 0) - (if j = a then C else 0)

/-- On every bond graph the error bound is attained at every step: if atom `a` draws the constant
charge `C ≥ 0` through each bond, its error is exactly `2^-n C` times its number of bonds. -/
theorem error_bound_sharp [DecidableEq ι] (hC : 0 ≤ C) (a : ι) (q₀ : ι → ℝ) :
    IsBoundedTransfer (drawTo C a) C ∧
    Tendsto (fun n => charges G (drawTo C a) q₀ n a) atTop (𝓝 (q₀ a + C * G.degree a)) ∧
    ∀ n, |charges G (drawTo C a) q₀ n a - (q₀ a + C * G.degree a)| =
      (1 / 2 : ℝ) ^ n * (C * G.degree a) := by
  have hin : ∀ q, inflow G (drawTo C a) q a = C * G.degree a := by
    intro q
    have hj : ∀ j ∈ G.neighborFinset a, drawTo C a q a j = C := by
      intro j hj
      have hadj : G.Adj a j := by simpa using hj
      simp [drawTo, hadj.ne']
    rw [inflow, Finset.sum_congr rfl hj, Finset.sum_const,
      SimpleGraph.card_neighborFinset_eq_degree, nsmul_eq_mul, mul_comm]
  -- the charge of atom `a` in closed form
  have hform : ∀ n, charges G (drawTo C a) q₀ n a =
      q₀ a + (1 - (1 / 2 : ℝ) ^ n) * (C * G.degree a) := by
    intro n
    induction n with
    | zero => simp [charges]
    | succ n ih =>
      simp only [charges]
      rw [hin, ih]
      ring
  refine ⟨⟨fun q i j => ?_, fun q i j => ?_⟩, ?_, fun n => ?_⟩
  · simp only [drawTo]
    ring
  · simp only [drawTo]
    rw [abs_le]
    constructor <;> split_ifs <;> linarith
  · have h := tendsto_pow_atTop_nhds_zero_of_lt_one (r := (1 / 2 : ℝ))
      (by norm_num) (by norm_num)
    have h2 := ((h.const_sub 1).mul_const (C * (G.degree a : ℝ))).const_add (q₀ a)
    rw [sub_zero, one_mul] at h2
    simp only [hform]
    exact h2
  · have hp : 0 ≤ (1 / 2 : ℝ) ^ n * (C * G.degree a) := by positivity
    rw [hform, show q₀ a + (1 - (1 / 2 : ℝ) ^ n) * (C * G.degree a) -
      (q₀ a + C * G.degree a) = -((1 / 2 : ℝ) ^ n * (C * G.degree a)) by ring,
      abs_neg, abs_of_nonneg hp]
```

`hin` computes the constant inflow at `a`, and `hform` proves the closed form by induction. The limit and the exact error follow from it, for any bond graph and any chosen atom.

## Cut-off electronegativity differences

```lean
/-- Transfer driven by the difference of the charge-dependent electronegativities `χ`,
cut off at `C` in either direction. -/
def clippedTransfer (C : ℝ) (χ : ι → ℝ → ℝ) : TransferLaw ι :=
  fun q i j => max (-C) (min C (χ j (q j) - χ i (q i)))

omit [Fintype ι] in
/-- Cut-off electronegativity differences form a bounded antisymmetric transfer law, for any `C ≥ 0`
and any dependence of each atom's electronegativity on its own charge. -/
theorem isBoundedTransfer_witness (hC : 0 ≤ C) (χ : ι → ℝ → ℝ) :
    IsBoundedTransfer (clippedTransfer C χ) C := by
  refine ⟨fun q i j => ?_, fun q i j => ?_⟩
  · simp only [clippedTransfer, max_def, min_def]
    split_ifs <;> linarith
  · exact abs_le.2 ⟨le_max_left _ _, max_le (by linarith) (min_le_left _ _)⟩

end

end PartialEqualisation
```

The functions `χ` are arbitrary, so the hypotheses cover electronegativities that depend in any way on the charge of their own atom, once their differences are cut off at \(\pm C\). Antisymmetry holds because the cut-off is symmetric about zero; the proof checks the cases.

```lean
#print axioms PartialEqualisation.charges_converge_card
#print axioms PartialEqualisation.error_bound_sharp
```

```
'PartialEqualisation.charges_converge_card' depends on axioms: [propext, Classical.choice, Quot.sound]
'PartialEqualisation.error_bound_sharp' depends on axioms: [propext, Classical.choice, Quot.sound]
```

## The update in a charge program

A program loops over the bonds, evaluates one transfer per bond from the charges of the previous step, multiplies it by the current damping factor, and adds it to one atom and subtracts it from the other. The total charge is then conserved up to rounding. All transfers of a step are to be evaluated from the old charges, for instance by collecting the new charges in a separate array. Evaluating later transfers from charges already changed in the same loop defines, in general, a different iteration.

For force-field charges computed with a bounded law on a fixed bond graph, the error bound gives a sufficient number of steps in advance. With \(C=1\,e\) and at most four bonds per atom, twelve steps bring every charge within \(4/4096\,e<0.001\,e\) of its limit. This measures the convergence of the iteration, not the quality of the charge model.
